# Negative differential mobility in a two-valley model with population ratio $x^k$, $k>1$: the threshold mobility ratio $((k+1)/(k-1))^2$

Before a two-valley velocity–field curve goes into a drift-diffusion simulation, its parameters can be checked for a falling branch, a range of fields where a stronger field gives a slower drift. For a steady, uniform field, valley mobilities that do not depend on the field, and an upper-to-lower population ratio that grows as the $k$-th power of the field with $k>1$, the check is one comparison. Compute $((k+1)/(k-1))^2$ and see whether the ratio of the lower-valley mobility to the upper-valley mobility exceeds it. If it does, the curve has a falling branch; if not, it has none.

## Two valleys and a power-law transfer

Electrons in the conduction band occupy a lower valley with mobility $m_1>0$ or an upper valley with mobility $m_2>0$. Let $E$ be the electric field and $E_0$ the field at which the two valleys are equally populated. The reduced field is $x=E/E_0$, and only $x>0$ is considered.

The upper-to-lower population ratio is taken to be

$$y=x^k .$$

This power law is a postulate. It stands for the heating of the electrons by the field and their scattering into the upper valley, with the details absorbed into $E_0$ and $k$. A larger $k$ means a more abrupt transfer around $x=1$.

Since the two fractions add up to one, the lower valley holds $1/(1+x^k)$ of the carriers and the upper valley holds $x^k/(1+x^k)$. Each valley drifts at its mobility times the field, so the mean drift velocity, in units where $E_0=1$, is

$$v(x)=\frac{1}{1+x^k}\,m_1x+\frac{x^k}{1+x^k}\,m_2x=\frac{x\,(m_1+m_2x^k)}{1+x^k}.$$

Its derivative $v'(x)$ is the differential mobility. Two effects enter it: the drift within each valley speeds up as the field rises, and carriers move to the upper valley, which lowers the mean velocity if that valley is the slower one. If the upper valley is slow enough and the transfer abrupt enough, the second effect wins.

## The criterion and its Lean reading

For $m_1,m_2>0$ and real $k>1$,

$$\text{there is an } x>0 \text{ with } v'(x)<0\quad\Longleftrightarrow\quad \frac{m_1}{m_2}>\left(\frac{k+1}{k-1}\right)^2 .$$

This is `negative_differential_mobility_iff`. The objects in it correspond to the physics as follows.

- `m₁` and `m₂` are real numbers for the lower and upper mobilities. Their positivity enters as the hypotheses `h₁` and `h₂`.
- `k` is a real exponent, not necessarily an integer, and `hk` says that it exceeds one.
- `lowerFraction` and `upperFraction` are the two populations. The theorem `valley_populations` confirms that at positive field they add up to one and have ratio `x ^ k`.
- `driftVelocity` is defined as the population-weighted mean of the valley velocities. The closed form is a theorem, `driftVelocity_eq`.
- `deriv (driftVelocity m₁ m₂ k) x` is the differential mobility at reduced field `x`.

The inequality is strict on both sides, so a curve with a merely flat point does not count as having negative differential mobility.

The model leaves out diffusion, space charge, time delay in the transfer between valleys, and any dependence of the valley mobilities on the field. The statement therefore concerns the shape of a local velocity–field curve, and says nothing about whether a particular device oscillates.

## From the derivative to a completed square

The derivative of $x^k$ is $kx^{k-1}$, and $x\cdot kx^{k-1}=ky$. The numerator of $v$ is $x(m_1+m_2y)$, whose derivative is $m_1+m_2y+km_2y$. The quotient rule gives

$$v'(x)=\frac{(m_1+m_2y+km_2y)(1+y)-ky\,(m_1+m_2y)}{(1+y)^2}.$$

When the products are expanded, the two terms $km_2y^2$ cancel, and

$$v'(x)=\frac{N(y)}{(1+y)^2},\qquad N(y)=m_1+\big((k+1)m_2-(k-1)m_1\big)y+m_2y^2 .$$

The denominator is positive, so the sign of the slope is the sign of $N$.

Write $a=\sqrt{m_1}$ and $b=\sqrt{m_2}$. Splitting off the square $(a-by)^2=a^2-2aby+b^2y^2$ leaves

$$N(y)-(a-by)^2=-y\big((k-1)a^2-2ab-(k+1)b^2\big).$$

The bracket factors as $(a+b)\big((k-1)a-(k+1)b\big)$, and therefore

$$N(y)=(a-by)^2-y\,(a+b)\big((k-1)a-(k+1)b\big).$$

Only the last factor can change sign with the parameters. Because $k>1$ and all quantities are positive, taking square roots in the mobility criterion gives

$$\frac{m_1}{m_2}>\left(\frac{k+1}{k-1}\right)^2\quad\Longleftrightarrow\quad (k-1)a>(k+1)b .$$

Suppose first that the criterion fails. Then $(k-1)a-(k+1)b\le 0$, both parts of $N$ are nonnegative, and the slope is nowhere negative.

Suppose now that it holds. Choose the field at which the square vanishes, that is $y=a/b=\sqrt{m_1/m_2}$, or

$$x=\left(\frac{m_1}{m_2}\right)^{1/(2k)} .$$

There $N$ equals minus a product of positive factors, so the slope is negative. The argument thus supplies a definite field on the falling branch, and `deriv_neg_of_ratio` records this.

## At the threshold and for gentle transfer

Let $c=(k+1)/(k-1)$ and suppose that $m_1=c^2m_2$ exactly. Since $c(k-1)=k+1$, the linear coefficient of $N$ is

$$(k+1)m_2-(k-1)c^2m_2=(k+1)(1-c)\,m_2=-2c\,m_2,$$

where the last step uses $(k+1)(c-1)=2c$, a rearrangement of the same relation. Hence $N(y)=m_2(y-c)^2$. The slope vanishes only where the population ratio is $c$, and it is positive at every other positive field.

For $0\le k\le 1$ no mobility ratio produces a falling branch. Regrouping gives

$$N(y)=m_1+(1-k)m_1y+(k+1)m_2y+m_2y^2,$$

in which no term is negative and the first is positive.

## A worked case with $k=2$

For $k=2$ the threshold is $(3/1)^2=9$. Take $m_1=16$ and $m_2=1$ in arbitrary units. The ratio 16 exceeds 9, so there is a falling branch. The field supplied by the derivation has $y=\sqrt{16}=4$, hence $x=2$. There

$$N(4)=16+(3-16)\cdot 4+16=-20,\qquad v'(2)=\frac{-20}{25}=-0.8 .$$

The velocities agree with this: $v(1)=8.5$, $v(2)=8$ and $v(3)=7.5$.

With $m_1=9$ instead, the parameters sit on the threshold. Then $N(y)=(y-3)^2$, and the curve is flat only at $x=\sqrt3$. With $m_1=4$, $N(y)=4-y+y^2$ has negative discriminant $1-16$, so the velocity rises at every positive field.

## The complete Lean file

```lean
import Mathlib

noncomputable section

namespace TwoValleyTransport

/-- Fraction of carriers in the lower valley at reduced field `x > 0`. -/
def lowerFraction (k x : ℝ) : ℝ := 1 / (1 + x ^ k)

/-- Fraction of carriers in the upper valley at reduced field `x > 0`. -/
def upperFraction (k x : ℝ) : ℝ := x ^ k / (1 + x ^ k)

/-- Mean drift velocity at reduced field `x > 0`: the valley velocities `m₁ x` (lower)
and `m₂ x` (upper), weighted by the valley populations. -/
def driftVelocity (m₁ m₂ k x : ℝ) : ℝ :=
  lowerFraction k x * (m₁ * x) + upperFraction k x * (m₂ * x)

/-- The quadratic in the population ratio `y` that is the numerator of the
differential mobility. -/
def slopeNumerator (m₁ m₂ k y : ℝ) : ℝ :=
  m₁ + ((k + 1) * m₂ - (k - 1) * m₁) * y + m₂ * y ^ 2

/-- At positive field the two valley fractions add up to one, and the upper-to-lower
population ratio is `x ^ k`. -/
theorem valley_populations (k : ℝ) {x : ℝ} (hx : 0 < x) :
    lowerFraction k x + upperFraction k x = 1 ∧
      upperFraction k x / lowerFraction k x = x ^ k := by
  have hy : 0 < x ^ k := Real.rpow_pos_of_pos hx k
  have hne : 1 + x ^ k ≠ 0 := by positivity
  unfold lowerFraction upperFraction
  constructor
  · rw [← add_div, div_self hne]
  · field_simp

/-- The drift velocity in closed form. -/
theorem driftVelocity_eq (m₁ m₂ k x : ℝ) :
    driftVelocity m₁ m₂ k x = x * (m₁ + m₂ * x ^ k) / (1 + x ^ k) := by
  unfold driftVelocity lowerFraction upperFraction
  ring

/-- The differential mobility at positive field is the slope quadratic, taken at the
population ratio `x ^ k`, over `(1 + x ^ k) ^ 2`. -/
theorem hasDerivAt_driftVelocity (m₁ m₂ k : ℝ) {x : ℝ} (hx : 0 < x) :
    HasDerivAt (driftVelocity m₁ m₂ k)
      (slopeNumerator m₁ m₂ k (x ^ k) / (1 + x ^ k) ^ 2) x := by
  have hy : 0 < x ^ k := Real.rpow_pos_of_pos hx k
  have hne : 1 + x ^ k ≠ 0 := by positivity
  have e : x * x ^ (k - 1) = x ^ k := by
    rw [Real.rpow_sub_one hx.ne']
    field_simp
  have hp : HasDerivAt (fun t : ℝ => t ^ k) (k * x ^ (k - 1)) x :=
    Real.hasDerivAt_rpow_const (Or.inl hx.ne')
  -- quotient rule for the closed form
  have h := ((hasDerivAt_id' x).fun_mul ((hp.const_mul m₂).const_add m₁)).fun_div
    (hp.const_add 1) hne
  have hf : driftVelocity m₁ m₂ k = fun t => t * (m₁ + m₂ * t ^ k) / (1 + t ^ k) :=
    funext (driftVelocity_eq m₁ m₂ k)
  rw [hf]
  refine h.congr_deriv ?_
  congr 1
  unfold slopeNumerator
  linear_combination (m₂ * k * (1 + x ^ k) - (m₁ + m₂ * x ^ k) * k) * e

/-- Completing the square in the slope quadratic, for positive mobilities: a square minus a term
whose sign, for `y > 0`, is set by the mobilities and the exponent. -/
theorem slopeNumerator_eq {m₁ m₂ : ℝ} (h₁ : 0 < m₁) (h₂ : 0 < m₂) (k y : ℝ) :
    slopeNumerator m₁ m₂ k y = (√m₁ - √m₂ * y) ^ 2
      - y * (√m₁ + √m₂) * ((k - 1) * √m₁ - (k + 1) * √m₂) := by
  have ha := Real.sq_sqrt h₁.le
  have hb := Real.sq_sqrt h₂.le
  unfold slopeNumerator
  linear_combination (-(1 - (k - 1) * y)) * ha - (y ^ 2 + (k + 1) * y) * hb

/-- For positive mobilities and `k > 1`, the condition on the mobility ratio is a linear
condition on the square roots of the mobilities. -/
theorem threshold_iff {m₁ m₂ k : ℝ} (h₁ : 0 < m₁) (h₂ : 0 < m₂) (hk : 1 < k) :
    ((k + 1) / (k - 1)) ^ 2 < m₁ / m₂ ↔ (k + 1) * √m₂ < (k - 1) * √m₁ := by
  have hk' : 0 < k - 1 := by linarith
  have hk2 : 0 < k + 1 := by linarith
  have hl : 0 ≤ (k + 1) * √m₂ := by positivity
  have hr : 0 ≤ (k - 1) * √m₁ := by positivity
  rw [div_pow, div_lt_div_iff₀ (by positivity) h₂, ← sq_lt_sq₀ hl hr, mul_pow, mul_pow,
    Real.sq_sqrt h₁.le, Real.sq_sqrt h₂.le, mul_comm m₁]

/-- For positive mobilities and `k > 1`, if the mobility ratio exceeds
`((k + 1) / (k - 1)) ^ 2`, the differential mobility is negative at the positive field where
the population ratio equals the square root of the mobility ratio. -/
theorem deriv_neg_of_ratio {m₁ m₂ k x : ℝ} (h₁ : 0 < m₁) (h₂ : 0 < m₂) (hk : 1 < k)
    (hx : 0 < x) (hxk : x ^ k = √(m₁ / m₂)) (h : ((k + 1) / (k - 1)) ^ 2 < m₁ / m₂) :
    deriv (driftVelocity m₁ m₂ k) x < 0 := by
  have hy : 0 < x ^ k := Real.rpow_pos_of_pos hx k
  have ha : 0 < √m₁ := Real.sqrt_pos.mpr h₁
  have hb : 0 < √m₂ := Real.sqrt_pos.mpr h₂
  have ht := (threshold_iff h₁ h₂ hk).mp h
  -- the square vanishes at this population ratio
  have hz : √m₁ - √m₂ * x ^ k = 0 := by
    rw [hxk, Real.sqrt_div h₁.le, mul_div_assoc', mul_comm, mul_div_assoc,
      div_self hb.ne', mul_one, sub_self]
  have hpos : 0 < x ^ k * (√m₁ + √m₂) * ((k - 1) * √m₁ - (k + 1) * √m₂) :=
    mul_pos (by positivity) (by linarith)
  rw [(hasDerivAt_driftVelocity m₁ m₂ k hx).deriv, slopeNumerator_eq h₁ h₂, hz]
  exact div_neg_of_neg_of_pos (by linarith) (by positivity)

/-- Criterion for negative differential mobility: for positive mobilities and `k > 1`, the
drift velocity falls with the field at some positive field if and only if the
lower-to-upper mobility ratio exceeds `((k + 1) / (k - 1)) ^ 2`. -/
theorem negative_differential_mobility_iff {m₁ m₂ k : ℝ} (h₁ : 0 < m₁) (h₂ : 0 < m₂)
    (hk : 1 < k) :
    (∃ x : ℝ, 0 < x ∧ deriv (driftVelocity m₁ m₂ k) x < 0) ↔
      ((k + 1) / (k - 1)) ^ 2 < m₁ / m₂ := by
  constructor
  · rintro ⟨x, hx, hneg⟩
    by_contra hcon
    rw [threshold_iff h₁ h₂ hk, not_lt] at hcon
    have hy : 0 < x ^ k := Real.rpow_pos_of_pos hx k
    -- at or below the threshold both parts of the completed square are nonnegative
    have hprod : 0 ≤ x ^ k * (√m₁ + √m₂) * ((k + 1) * √m₂ - (k - 1) * √m₁) :=
      mul_nonneg (by positivity) (by linarith)
    have hnum : 0 ≤ slopeNumerator m₁ m₂ k (x ^ k) := by
      rw [slopeNumerator_eq h₁ h₂]
      linarith [sq_nonneg (√m₁ - √m₂ * x ^ k)]
    rw [(hasDerivAt_driftVelocity m₁ m₂ k hx).deriv] at hneg
    exact absurd hneg (not_lt_of_ge (div_nonneg hnum (by positivity)))
  · intro h
    have hr : 0 < √(m₁ / m₂) := Real.sqrt_pos.mpr (div_pos h₁ h₂)
    have hk0 : k ≠ 0 := by linarith
    refine ⟨√(m₁ / m₂) ^ (1 / k), Real.rpow_pos_of_pos hr _,
      deriv_neg_of_ratio h₁ h₂ hk (Real.rpow_pos_of_pos hr _) ?_ h⟩
    rw [← Real.rpow_mul hr.le, one_div_mul_cancel hk0, Real.rpow_one]

/-- Exactly at the threshold, with `m₂ > 0` and `k > 1`, the differential mobility vanishes
at a positive field if and only if the population ratio there is `(k + 1) / (k - 1)`. -/
theorem deriv_eq_zero_at_threshold {m₁ m₂ k x : ℝ} (h₂ : 0 < m₂) (hk : 1 < k)
    (hx : 0 < x) (hm : m₁ = ((k + 1) / (k - 1)) ^ 2 * m₂) :
    deriv (driftVelocity m₁ m₂ k) x = 0 ↔ x ^ k = (k + 1) / (k - 1) := by
  have hy : 0 < x ^ k := Real.rpow_pos_of_pos hx k
  have hk' : k - 1 ≠ 0 := by linarith
  have hc : (k + 1) / (k - 1) * (k - 1) = k + 1 := div_mul_cancel₀ _ hk'
  generalize (k + 1) / (k - 1) = c at hm hc ⊢
  -- the slope quadratic is a perfect square
  have hs : slopeNumerator m₁ m₂ k (x ^ k) = m₂ * (x ^ k - c) ^ 2 := by
    unfold slopeNumerator
    rw [hm]
    linear_combination (-(c + 1) * m₂ * x ^ k) * hc
  have hden : (1 + x ^ k) ^ 2 ≠ 0 := by positivity
  rw [(hasDerivAt_driftVelocity m₁ m₂ k hx).deriv, hs]
  constructor
  · intro h
    have h3 := (div_eq_zero_iff.mp h).resolve_right hden
    have h4 := (mul_eq_zero.mp h3).resolve_left h₂.ne'
    exact sub_eq_zero.mp (pow_eq_zero_iff two_ne_zero |>.mp h4)
  · intro h
    rw [h]
    simp

/-- For positive mobilities and `0 ≤ k ≤ 1`, the differential mobility is positive at every
positive field. -/
theorem deriv_pos_of_le_one {m₁ m₂ k x : ℝ} (h₁ : 0 < m₁) (h₂ : 0 < m₂) (hk0 : 0 ≤ k)
    (hk1 : k ≤ 1) (hx : 0 < x) : 0 < deriv (driftVelocity m₁ m₂ k) x := by
  have hy : 0 < x ^ k := Real.rpow_pos_of_pos hx k
  have hA : 0 ≤ (1 - k) * (m₁ * x ^ k) := mul_nonneg (by linarith) (by positivity)
  have hB : 0 < (k + 1) * m₂ * x ^ k + m₂ * (x ^ k) ^ 2 := by positivity
  rw [(hasDerivAt_driftVelocity m₁ m₂ k hx).deriv]
  refine div_pos ?_ (by positivity)
  unfold slopeNumerator
  linarith

end TwoValleyTransport
```

```lean
#print axioms TwoValleyTransport.valley_populations
-- 'TwoValleyTransport.valley_populations' depends on axioms: [propext, Classical.choice, Quot.sound]
#print axioms TwoValleyTransport.negative_differential_mobility_iff
-- 'TwoValleyTransport.negative_differential_mobility_iff' depends on axioms: [propext, Classical.choice, Quot.sound]
#print axioms TwoValleyTransport.deriv_eq_zero_at_threshold
-- 'TwoValleyTransport.deriv_eq_zero_at_threshold' depends on axioms: [propext, Classical.choice, Quot.sound]
#print axioms TwoValleyTransport.deriv_pos_of_le_one
-- 'TwoValleyTransport.deriv_pos_of_le_one' depends on axioms: [propext, Classical.choice, Quot.sound]
```

## The proof in Lean

**The derivative.** `hasDerivAt_driftVelocity` carries out the quotient rule. It builds the derivative of the closed form from Mathlib's rules for products, quotients and real powers, the last of which is available because `x` is positive. The auxiliary equation `e` states $x\,x^{k-1}=x^k$, the one property of powers that the simplification needs. The final `linear_combination` multiplies `e` by the right coefficient and leaves a polynomial identity, which corresponds to the expansion and cancellation above. The result is stated with `HasDerivAt`, so differentiability is established along with the value of the slope.

**The completed square.** `slopeNumerator_eq` is the formula for $N$ in terms of $a$ and $b$. Its inputs are $(\sqrt{m_1})^2=m_1$ and $(\sqrt{m_2})^2=m_2$, which hold because the mobilities are positive. Again `linear_combination` reduces the claim to a polynomial identity. The lemma holds for every real `k` and `y`; the conditions on the exponent and the field enter only when signs are read off.

**The square-root form of the criterion.** `threshold_iff` first clears the denominators, which are positive since $k>1$ and $m_2>0$. It then uses `sq_lt_sq₀`, by which nonnegative numbers are ordered in the same way as their squares. The inequality between mobilities thereby becomes the linear one between $a$ and $b$.

**The explicit field.** `deriv_neg_of_ratio` assumes that the population ratio at `x` is `√(m₁ / m₂)`. From this, `hz` shows that the square vanishes, and `hpos` shows that the subtracted product is positive. The slope is then a negative number over a positive one.

**The equivalence.** The main theorem treats its two directions separately. From a field with negative slope, it supposes that the criterion fails and derives `hnum`, the nonnegativity of $N$, which contradicts the negative slope. In the other direction it supplies the field `√(m₁ / m₂) ^ (1 / k)`, checks that raising it to the power `k` returns the required population ratio, and applies `deriv_neg_of_ratio`.

**The two boundary results.** `deriv_eq_zero_at_threshold` replaces the fraction $(k+1)/(k-1)$ by a single variable `c`, keeping the relation $c(k-1)=k+1$. That relation suffices to show that $N$ is $m_2(y-c)^2$, after which a vanishing slope forces $y=c$, and conversely. `deriv_pos_of_le_one` follows the regrouping for $0\le k\le1$: `hA` covers the term with $1-k$, `hB` covers the terms with $m_2$, and `linarith` adds them to the positive $m_1$.
